# Star-cluster lower bound on Kitaev energies for three-coloured bipartite cubic graphs

Take a small pure Kitaev cluster with sublattices A and B, in which the x, y and z bonds of each A site end on three different B sites. After diagonalising it, compare the lowest eigenvalue with $-nk$, where $n$ is the number of A sites and $k=\sqrt{K_x^2+K_y^2+K_z^2}$. A value lower by more than rounding error points to a mistake, perhaps in the bond table or the spin normalisation. For a cube with bonds coloured by direction and unit couplings, $n=4$ and the floor is $-4\sqrt3\approx-6.93$. In code:

`assert E.min() >= -n*np.sqrt(Kx**2 + Ky**2 + Kz**2) - tol`

This assumes Pauli matrices; if the code uses $S=\sigma/2$ with the same $K_c$, divide the floor by four.

In Lean 4 with Mathlib:

```lean
import Mathlib

open Matrix

namespace KitaevStarBound

noncomputable section
```

This loads the Mathlib library and opens a namespace for the names below.

```lean
/-- Amplitudes of a many-spin state in the basis of spin configurations. -/
abbrev State (V : Type*) := (V → Fin 2) → ℂ
```

A state assigns a complex amplitude $\psi(s)$ to each spin configuration $s$. `Fin 2` holds the two spin values, 0 for up and 1 for down. States need not be normalised.

```lean
/-- The Pauli matrices, with the colours x, y, z numbered 0, 1, 2. -/
def pauli : Fin 3 → Matrix (Fin 2) (Fin 2) ℂ :=
  ![!![0, 1; 1, 0], !![0, -Complex.I; Complex.I, 0], !![1, 0; 0, -1]]
```

These are $\sigma^x,\sigma^y,\sigma^z$, numbered 0, 1, 2.

```lean
/-- A 2×2 matrix acting on the spin at site `i` and on no other spin. -/
def onSite {V : Type*} [DecidableEq V] (i : V) (M : Matrix (Fin 2) (Fin 2) ℂ) :
    Module.End ℂ (State V) where
  toFun ψ s := ∑ b, M (s i) b * ψ (Function.update s i b)
  map_add' ψ φ := by
    funext s
    simp only [Fin.sum_univ_two, Pi.add_apply]
    ring
  map_smul' c ψ := by
    funext s
    simp only [Fin.sum_univ_two, Pi.smul_apply, smul_eq_mul, RingHom.id_apply]
    ring
```

`Module.End ℂ (State V)` is the type of linear operators on states. Writing $s^{i\to b}$ for $s$ with the spin at $i$ set to $b$, the definition reads
$$(M_i\psi)(s)=\sum_b M_{s_i b}\,\psi(s^{i\to b}).$$
The other two fields prove linearity.

```lean
/-- The bond operator: the product of the colour-`c` Pauli operators at sites `i` and `j`. -/
def bondOp {V : Type*} [DecidableEq V] (i j : V) (c : Fin 3) : Module.End ℂ (State V) :=
  onSite i (pauli c) * onSite j (pauli c)
```

This is $\sigma_i^c\sigma_j^c$; `*` between operators means composition.

```lean
/-- The star cluster: site `i` coupled to the site `j c` by a bond of each colour `c`. -/
def starCluster {V : Type*} [DecidableEq V] (K : Fin 3 → ℝ) (i : V) (j : Fin 3 → V) :
    Module.End ℂ (State V) :=
  ∑ c, (K c : ℂ) • bondOp i (j c) c
```

With $B_c=\sigma_i^c\sigma_{j_c}^c$, the star Hamiltonian is $h=\sum_c K_cB_c$. The couplings are real and may have either sign.

```lean
/-- The Kitaev Hamiltonian: `nb c a` is the B site joined to the A site `a` by the bond of
colour `c`, and the sum runs over all bonds. -/
def kitaev {A B : Type*} [Fintype A] [DecidableEq A] [DecidableEq B] (K : Fin 3 → ℝ)
    (nb : Fin 3 → A → B) : Module.End ℂ (State (A ⊕ B)) :=
  ∑ a, starCluster K (Sum.inl a) (fun c => Sum.inr (nb c a))
```

The sites form the disjoint union `A ⊕ B`, with `Sum.inl` and `Sum.inr` marking the sublattice. Every bond has exactly one A end, so $H=\sum_a h_a$ counts each bond once.

```lean
/-- The length of the coupling vector (Kx, Ky, Kz). -/
def strength (K : Fin 3 → ℝ) : ℝ := √(K 0 ^ 2 + K 1 ^ 2 + K 2 ^ 2)
```

This is $k$.

```lean
variable {V : Type*} [DecidableEq V]

/-- Operators on the same site multiply like their matrices. -/
theorem onSite_mul (i : V) (M N : Matrix (Fin 2) (Fin 2) ℂ) :
    onSite i M * onSite i N = onSite i (M * N) := by
  refine LinearMap.ext fun ψ => funext fun s => ?_
  simp only [Module.End.mul_apply, onSite, LinearMap.coe_mk, AddHom.coe_mk, Fin.sum_univ_two,
    Function.update_self, Function.update_idem, Matrix.mul_apply]
  ring
```

Applying $N_i$ and then $M_i$ gives
$$\sum_{b,c}M_{s_ib}N_{bc}\,\psi(s^{i\to c})=((MN)_i\psi)(s).$$
In the proof, `simp` writes out the two-term sums and `ring` compares them.

```lean
/-- Operators on different sites commute. -/
theorem onSite_comm {i j : V} (h : i ≠ j) (M N : Matrix (Fin 2) (Fin 2) ℂ) :
    onSite i M * onSite j N = onSite j N * onSite i M := by
  refine LinearMap.ext fun ψ => funext fun s => ?_
  simp only [Module.End.mul_apply, onSite, LinearMap.coe_mk, AddHom.coe_mk, Fin.sum_univ_two,
    Function.update_of_ne h, Function.update_of_ne h.symm, Function.update_comm h]
  ring
```

For $i\ne j$, both orders give $\sum_{b,c}M_{s_ib}N_{s_jc}\,\psi(s^{i\to b,\,j\to c})$.

```lean
/-- A Hermitian matrix acting on one site is a Hermitian operator on the many-spin space. -/
theorem onSite_symm [Fintype V] (i : V) {M : Matrix (Fin 2) (Fin 2) ℂ} (hM : M.IsHermitian)
    (φ ψ : State V) : star φ ⬝ᵥ onSite i M ψ = star (onSite i M φ) ⬝ᵥ ψ := by
  simp only [dotProduct, Pi.star_apply, onSite, LinearMap.coe_mk, AddHom.coe_mk, star_sum,
    star_mul', Finset.mul_sum, Finset.sum_mul]
  rw [← Fintype.sum_prod_type', ← Fintype.sum_prod_type']
  -- exchange the old and the new value of the spin at site i
  let g : (V → Fin 2) × Fin 2 → (V → Fin 2) × Fin 2 :=
    fun p => (Function.update p.1 i p.2, p.1 i)
  have hg : Function.Involutive g := by
    rintro ⟨s, b⟩
    simp [g]
  refine Fintype.sum_equiv (Function.Involutive.toPerm g hg) _ _ ?_
  rintro ⟨s, b⟩
  change star (φ s) * (M (s i) b * ψ (Function.update s i b)) =
    star (M (Function.update s i b i) (s i)) *
      star (φ (Function.update (Function.update s i b) i (s i))) * ψ (Function.update s i b)
  rw [Function.update_self, Function.update_idem, Function.update_eq_self, hM.apply (s i) b]
  ring
```

The expression `star φ ⬝ᵥ ψ` is $\langle\phi|\psi\rangle=\sum_s\phi(s)^*\psi(s)$. The claim is $\langle\phi|M_i\psi\rangle=\langle M_i\phi|\psi\rangle$ for Hermitian $M$. The left side is
$$\sum_{s,b}\phi(s)^*M_{s_ib}\,\psi(s^{i\to b}).$$
Substitute $t=s^{i\to b}$ and $b'=s_i$, so that $s=t^{i\to b'}$ and $b=t_i$. Since $M_{b't_i}=M_{t_ib'}^*$, the sum becomes the right side. The map `g` is this substitution.

```lean
/-- The three bond operators of a star square to one and anticommute with each other. -/
theorem bond_algebra {i : V} {j : Fin 3 → V} (hij : ∀ c, i ≠ j c)
    (hj : Function.Injective j) :
    (∀ c, bondOp i (j c) c * bondOp i (j c) c = 1) ∧
    ∀ c d, c ≠ d → bondOp i (j c) c * bondOp i (j d) d =
      -(bondOp i (j d) d * bondOp i (j c) c) := by
  have hp : ∀ c, pauli c * pauli c = 1 := by
    intro c
    fin_cases c <;> ext a b <;> fin_cases a <;> fin_cases b <;>
      simp [pauli, Matrix.mul_apply, Fin.sum_univ_two]
  have hq : ∀ c d, c ≠ d → pauli c * pauli d = -(pauli d * pauli c) := by
    intro c d h
    fin_cases c <;> fin_cases d <;> first
      | exact absurd rfl h
      | (ext a b; fin_cases a <;> fin_cases b <;>
          simp [pauli, Matrix.mul_apply, Fin.sum_univ_two])
  have h1 : ∀ v : V, onSite v 1 = 1 := fun v => by
    refine LinearMap.ext fun ψ => funext fun s => ?_
    simp [onSite, Matrix.one_apply]
  have hn : ∀ (v : V) M, onSite v (-M) = -onSite v M := fun v M => by
    refine LinearMap.ext fun ψ => funext fun s => ?_
    simp [onSite]
  constructor
  · intro c
    have hc := onSite_comm (hij c) (pauli c) (pauli c)
    calc bondOp i (j c) c * bondOp i (j c) c
        = onSite i (pauli c) * (onSite (j c) (pauli c) * onSite i (pauli c))
            * onSite (j c) (pauli c) := by simp only [bondOp, mul_assoc]
      _ = (onSite i (pauli c) * onSite i (pauli c)) *
            (onSite (j c) (pauli c) * onSite (j c) (pauli c)) := by
          rw [← hc]; simp only [mul_assoc]
      _ = 1 := by rw [onSite_mul, onSite_mul, hp, h1, h1, one_mul]
  · intro c d hcd
    have e1 := onSite_comm (hij c) (pauli d) (pauli c)
    have e2 : onSite i (pauli c) * onSite i (pauli d) =
        -(onSite i (pauli d) * onSite i (pauli c)) := by
      rw [onSite_mul, onSite_mul, hq c d hcd, hn]
    have e3 := onSite_comm (hj.ne hcd) (pauli c) (pauli d)
    have e4 := onSite_comm (hij d) (pauli c) (pauli d)
    -- only the two Pauli operators at the centre produce a sign
    unfold bondOp
    generalize onSite i (pauli c) = a at *
    generalize onSite i (pauli d) = a' at *
    generalize onSite (j c) (pauli c) = b at *
    generalize onSite (j d) (pauli d) = b' at *
    calc a * b * (a' * b') = a * (b * a') * b' := by simp only [mul_assoc]
      _ = (a * a') * (b * b') := by rw [← e1]; simp only [mul_assoc]
      _ = -(a' * (a * b') * b) := by
          have hm : a' * a * (b' * b) = a' * (a * b') * b := by simp only [mul_assoc]
          rw [e2, e3]
          exact (neg_mul (a' * a) (b' * b)).trans (congrArg (fun x => -x) hm)
      _ = -(a' * b' * (a * b)) := by rw [e4]; simp only [mul_assoc]
```

The hypotheses say that the centre differs from the outer sites (`hij`) and that the outer sites are distinct (`hj`). Operators on different sites commute, so $B_c^2=(\sigma_i^c)^2(\sigma_{j_c}^c)^2=1$. For $c\ne d$,
$$B_cB_d=\sigma_i^c\sigma_i^d\,\sigma_{j_c}^c\sigma_{j_d}^d=-\sigma_i^d\sigma_i^c\,\sigma_{j_d}^d\sigma_{j_c}^c=-B_dB_c.$$
Only the centre produces a sign. The `calc` blocks carry out these reorderings.

```lean
/-- The square of a star Hamiltonian is the number Kx² + Ky² + Kz². -/
theorem star_sq (K : Fin 3 → ℝ) {i : V} {j : Fin 3 → V} (hij : ∀ c, i ≠ j c)
    (hj : Function.Injective j) :
    starCluster K i j * starCluster K i j = ((strength K : ℂ) ^ 2) • 1 := by
  obtain ⟨hs, ha⟩ := bond_algebra hij hj
  have hk : (strength K : ℂ) ^ 2 = (K 0 : ℂ) ^ 2 + (K 1 : ℂ) ^ 2 + (K 2 : ℂ) ^ 2 := by
    have h : strength K ^ 2 = K 0 ^ 2 + K 1 ^ 2 + K 2 ^ 2 := Real.sq_sqrt (by positivity)
    exact_mod_cast h
  rw [hk]
  simp only [starCluster, Fin.sum_univ_three, mul_add, add_mul, smul_mul_assoc,
    mul_smul_comm, hs, ha 0 1 (by decide), ha 0 2 (by decide), ha 1 2 (by decide)]
  module
```

The centre and the three outer sites are again assumed to be all different. Expanding the square,
$$h^2=\sum_cK_c^2+\sum_{c<d}K_cK_d(B_cB_d+B_dB_c)=k^2.$$

```lean
/-- A star Hamiltonian is Hermitian. -/
theorem star_symm [Fintype V] (K : Fin 3 → ℝ) {i : V} {j : Fin 3 → V} (hij : ∀ c, i ≠ j c)
    (φ ψ : State V) : star φ ⬝ᵥ starCluster K i j ψ = star (starCluster K i j φ) ⬝ᵥ ψ := by
  have hp : ∀ c, (pauli c).IsHermitian := by
    intro c
    ext a b
    fin_cases c <;> fin_cases a <;> fin_cases b <;> simp [pauli]
  have hb : ∀ c, star φ ⬝ᵥ bondOp i (j c) c ψ = star (bondOp i (j c) c φ) ⬝ᵥ ψ := by
    intro c
    have h2 : bondOp i (j c) c φ = onSite (j c) (pauli c) (onSite i (pauli c) φ) := by
      rw [bondOp, onSite_comm (hij c), Module.End.mul_apply]
    rw [h2, bondOp, Module.End.mul_apply, onSite_symm i (hp c), onSite_symm (j c) (hp c)]
  simp only [starCluster, Fin.sum_univ_three, LinearMap.add_apply, LinearMap.smul_apply,
    dotProduct_add, dotProduct_smul, star_add, star_smul, add_dotProduct, smul_dotProduct,
    hb, Complex.star_def, Complex.conj_ofReal]
```

Each $B_c$ is a product of two commuting Hermitian operators, hence Hermitian. Real couplings make $h$ Hermitian too.

```lean
/-- The squared norm of a state is the sum of its configuration weights. -/
theorem overlap_self [Fintype V] (ψ : State V) :
    star ψ ⬝ᵥ ψ = ((∑ s, Complex.normSq (ψ s) : ℝ) : ℂ) := by
  rw [Complex.ofReal_sum]
  exact Finset.sum_congr rfl fun s _ => (Complex.normSq_eq_conj_mul_self).symm
```

This gives $\langle\psi|\psi\rangle=\sum_s|\psi(s)|^2$, written $N$ below.

```lean
/-- For any ψ, normalised or not, the real part of ⟨ψ|h|ψ⟩ for a star Hamiltonian h is at least
minus the coupling strength times the squared norm of ψ. -/
theorem star_energy_bound [Fintype V] (K : Fin 3 → ℝ) {i : V} {j : Fin 3 → V}
    (hij : ∀ c, i ≠ j c) (hj : Function.Injective j) (ψ : State V) :
    -strength K * ∑ s, Complex.normSq (ψ s) ≤ (star ψ ⬝ᵥ starCluster K i j ψ).re := by
  have hk0 : 0 ≤ strength K := Real.sqrt_nonneg _
  rcases hk0.eq_or_lt with hk | hk
  · -- without couplings the Hamiltonian vanishes
    have h : strength K ^ 2 = K 0 ^ 2 + K 1 ^ 2 + K 2 ^ 2 := Real.sq_sqrt (by positivity)
    rw [← hk] at h
    have a0 : K 0 = 0 := by nlinarith [sq_nonneg (K 0), sq_nonneg (K 1), sq_nonneg (K 2)]
    have a1 : K 1 = 0 := by nlinarith [sq_nonneg (K 0), sq_nonneg (K 1), sq_nonneg (K 2)]
    have a2 : K 2 = 0 := by nlinarith [sq_nonneg (K 0), sq_nonneg (K 1), sq_nonneg (K 2)]
    simp [← hk, starCluster, Fin.sum_univ_three, a0, a1, a2]
  · have hsq : starCluster K i j (starCluster K i j ψ) = ((strength K : ℂ) ^ 2) • ψ :=
      LinearMap.congr_fun (star_sq K hij hj) ψ
    have hS := star_symm K hij ψ ψ
    have hT := star_symm K hij ψ (starCluster K i j ψ)
    rw [hsq, dotProduct_smul, smul_eq_mul] at hT
    -- expand the squared norm of (h + k)ψ
    have key : star (starCluster K i j ψ + (strength K : ℂ) • ψ) ⬝ᵥ
        (starCluster K i j ψ + (strength K : ℂ) • ψ) = ((2 * strength K : ℝ) : ℂ) *
        (star ψ ⬝ᵥ starCluster K i j ψ + (strength K : ℂ) * (star ψ ⬝ᵥ ψ)) := by
      simp only [star_add, star_smul, add_dotProduct, dotProduct_add, smul_dotProduct,
        dotProduct_smul, smul_eq_mul, Complex.star_def, Complex.conj_ofReal]
      rw [← hT, ← hS]
      push_cast
      ring
    rw [overlap_self, overlap_self] at key
    have hre := congrArg Complex.re key
    rw [Complex.re_ofReal_mul, Complex.ofReal_re, Complex.add_re, Complex.re_ofReal_mul,
      Complex.ofReal_re] at hre
    have hpos := Finset.sum_nonneg fun s (_ : s ∈ Finset.univ) =>
      Complex.normSq_nonneg ((starCluster K i j ψ + (strength K : ℂ) • ψ) s)
    rw [hre] at hpos
    have := nonneg_of_mul_nonneg_right hpos (by positivity)
    linarith
```

The four sites are again assumed to be all different. Hermiticity and $h^2=k^2$ then give $\langle h\psi|h\psi\rangle=k^2N$, so
$$0\le\|(h+k)\psi\|^2=k^2N+2k\langle\psi|h|\psi\rangle+k^2N=2k\big(\langle\psi|h|\psi\rangle+kN\big).$$
If $k>0$, divide by $2k$; if $k=0$, all couplings vanish and $h=0$. For a normalised state, $\langle h\rangle\ge-k$. The step `key` is the displayed expansion.

```lean
/-- If every A site has its x, y and z bonds to three distinct B sites, each eigenvalue of the
Kitaev Hamiltonian is real and at least -n √(Kx² + Ky² + Kz²), with n the number of A sites. -/
theorem kitaev_eigenvalue_bound {A B : Type*} [Fintype A] [Fintype B] [DecidableEq A]
    [DecidableEq B] (K : Fin 3 → ℝ) (nb : Fin 3 → A → B)
    (hnb : ∀ a, Function.Injective fun c => nb c a) {E : ℂ}
    (hE : Module.End.HasEigenvalue (kitaev K nb) E) :
    E.im = 0 ∧ -(Fintype.card A * √(K 0 ^ 2 + K 1 ^ 2 + K 2 ^ 2)) ≤ E.re := by
  obtain ⟨ψ, hψ⟩ := hE.exists_hasEigenvector
  have he : kitaev K nb ψ = E • ψ := hψ.apply_eq_smul
  obtain ⟨s, hs⟩ := Function.ne_iff.1 hψ.2
  have hw : 0 < ∑ s, Complex.normSq (ψ s) :=
    Finset.sum_pos' (fun s _ => Complex.normSq_nonneg _)
      ⟨s, Finset.mem_univ s, Complex.normSq_pos.2 hs⟩
  have hij : ∀ (a : A) (c : Fin 3), (Sum.inl a : A ⊕ B) ≠ Sum.inr (nb c a) :=
    fun a c => Sum.inl_ne_inr
  -- the energy is the sum of the star energies
  have hsum : star ψ ⬝ᵥ kitaev K nb ψ =
      ∑ a, star ψ ⬝ᵥ starCluster K (Sum.inl a) (fun c => Sum.inr (nb c a)) ψ := by
    simp only [kitaev, LinearMap.sum_apply, dotProduct, Finset.sum_apply, Finset.mul_sum]
    exact Finset.sum_comm
  have hsum' : star (kitaev K nb ψ) ⬝ᵥ ψ =
      ∑ a, star (starCluster K (Sum.inl a) (fun c => Sum.inr (nb c a)) ψ) ⬝ᵥ ψ := by
    simp only [kitaev, LinearMap.sum_apply, dotProduct, Pi.star_apply, Finset.sum_apply,
      star_sum, Finset.sum_mul]
    exact Finset.sum_comm
  have hsymm : star ψ ⬝ᵥ kitaev K nb ψ = star (kitaev K nb ψ) ⬝ᵥ ψ := by
    rw [hsum, hsum']
    exact Finset.sum_congr rfl fun a _ => star_symm K (hij a) ψ ψ
  have hbound : ∑ _a : A, (-strength K * ∑ s, Complex.normSq (ψ s)) ≤
      (star ψ ⬝ᵥ kitaev K nb ψ).re := by
    rw [hsum, Complex.re_sum]
    exact Finset.sum_le_sum fun a _ =>
      star_energy_bound K (hij a) (Sum.inr_injective.comp (hnb a)) ψ
  rw [he, dotProduct_smul, overlap_self, smul_eq_mul] at hsymm hbound
  constructor
  · rw [star_smul, smul_dotProduct, overlap_self, smul_eq_mul] at hsymm
    have h := congrArg Complex.im (mul_right_cancel₀ (Complex.ofReal_ne_zero.2 hw.ne') hsymm)
    rw [Complex.star_def, Complex.conj_im] at h
    linarith
  · rw [Complex.re_mul_ofReal, Finset.sum_const, Finset.card_univ, nsmul_eq_mul] at hbound
    refine le_of_mul_le_mul_right ?_ hw
    change -(Fintype.card A * strength K) * _ ≤ _
    linarith
```

`HasEigenvalue` supplies a nonzero $\psi$ with $H\psi=E\psi$. Hermiticity gives $EN=E^*N$ with $N>0$, so $E$ is real. Summing the star bounds,
$$EN=\sum_a\langle\psi|h_a|\psi\rangle\ge-nkN,$$
and dividing by $N$ finishes the argument.

The hypothesis `hnb` requires the three bonds of each A site to end on distinct B sites. It excludes the doubled bonds that very small periodic clusters can have. A properly coloured cubic graph is the case where each colour pairs A with B one to one, which the theorem does not require. The result is a floor for finite clusters with pure Kitaev couplings, without a field or Heisenberg terms; it does not give the ground-state energy from Kitaev's exact solution.

```lean
/-- A star Hamiltonian on a centre and three distinct outer sites has the eigenvalue -√(Kx² + Ky² +
Kz²). -/
theorem star_bound_attained (K : Fin 3 → ℝ) {i : V} {j : Fin 3 → V} (hij : ∀ c, i ≠ j c)
    (hj : Function.Injective j) :
    Module.End.HasEigenvalue (starCluster K i j) (-(strength K : ℂ)) := by
  obtain ⟨hs, ha⟩ := bond_algebra hij hj
  by_cases h0 : starCluster K i j = (strength K : ℂ) • 1
  · -- a scalar star Hamiltonian forces the coupling strength to vanish
    have hanti : bondOp i (j 0) 0 * starCluster K i j + starCluster K i j * bondOp i (j 0) 0
        = (2 * (K 0 : ℂ)) • 1 := by
      simp only [starCluster, Fin.sum_univ_three, mul_add, add_mul, smul_mul_assoc,
        mul_smul_comm, hs, ha 0 1 (by decide), ha 0 2 (by decide)]
      module
    rw [h0, mul_smul_comm, smul_mul_assoc, mul_one, one_mul] at hanti
    have hB : (strength K : ℂ) • bondOp i (j 0) 0 = (K 0 : ℂ) • 1 := by
      linear_combination (norm := module) (1 / 2 : ℂ) • hanti
    have c1 : (strength K : ℂ) • (bondOp i (j 0) 0 * bondOp i (j 1) 1) =
        (K 0 : ℂ) • bondOp i (j 1) 1 := by
      rw [← smul_mul_assoc, hB, smul_mul_assoc, one_mul]
    have c2 : (strength K : ℂ) • (bondOp i (j 1) 1 * bondOp i (j 0) 0) =
        (K 0 : ℂ) • bondOp i (j 1) 1 := by
      rw [← mul_smul_comm, hB, mul_smul_comm, mul_one]
    rw [ha 0 1 (by decide)] at c1
    have c3 : (strength K : ℂ) • (bondOp i (j 1) 1 * bondOp i (j 0) 0) = 0 := by
      linear_combination (norm := module) (1 / 2 : ℂ) • c2 - (1 / 2 : ℂ) • c1
    have hk : (strength K : ℂ) = 0 := by
      refine (smul_eq_zero.1 c3).resolve_right fun hX => ?_
      have h1 : bondOp i (j 1) 1 * (bondOp i (j 1) 1 * bondOp i (j 0) 0) * bondOp i (j 0) 0
          = 1 := by
        rw [← mul_assoc, hs 1, one_mul, hs 0]
      rw [hX, mul_zero, zero_mul] at h1
      exact zero_ne_one h1
    refine Module.End.hasEigenvalue_of_hasEigenvector (x := fun _ => 1)
      ⟨Module.End.mem_eigenspace_iff.2 ?_, ?_⟩
    · rw [h0, hk]
      simp
    · exact fun h => one_ne_zero (congrFun h fun _ => 0)
  · -- otherwise (h - k)φ is a non-zero eigenvector for some φ
    obtain ⟨φ, hφ⟩ : ∃ φ, starCluster K i j φ - (strength K : ℂ) • φ ≠ 0 := by
      by_contra hc
      refine h0 (LinearMap.ext fun φ => ?_)
      by_contra h'
      exact hc ⟨φ, fun h => h' (sub_eq_zero.1 h)⟩
    have hsq : starCluster K i j (starCluster K i j φ) = ((strength K : ℂ) ^ 2) • φ :=
      LinearMap.congr_fun (star_sq K hij hj) φ
    refine Module.End.hasEigenvalue_of_hasEigenvector
      ⟨Module.End.mem_eigenspace_iff.2 ?_, hφ⟩
    rw [map_sub, map_smul, hsq]
    module

end

end KitaevStarBound
```

If $h\ne k\cdot1$, some $\phi$ has $\chi=(h-k)\phi\ne0$, and
$$h\chi=k^2\phi-kh\phi=-k\chi.$$
Suppose instead that $h=k\cdot1$. Anticommutation gives $B_0h+hB_0=2K_0$, hence $kB_0=K_0\cdot1$. So $kB_0$ commutes with $B_1$ as well as anticommuting with it, which forces $kB_1B_0=0$. Since $B_1B_0$ is invertible, $k=0$. Then $h=0$, and the constant state has eigenvalue $0=-k$.

An isolated star therefore reaches the floor. It is not a cubic graph, and neighbouring stars in a larger cluster need not commute, so attainment there does not follow.

```lean
#print axioms KitaevStarBound.star_energy_bound
#print axioms KitaevStarBound.kitaev_eigenvalue_bound
#print axioms KitaevStarBound.star_bound_attained
```

```
'KitaevStarBound.star_energy_bound' depends on axioms: [propext, Classical.choice, Quot.sound]
'KitaevStarBound.kitaev_eigenvalue_bound' depends on axioms: [propext, Classical.choice, Quot.sound]
'KitaevStarBound.star_bound_attained' depends on axioms: [propext, Classical.choice, Quot.sound]
```
